# In a capacitor model of a polar film, charge transfer sets in only above a critical thickness

If a polar film is assumed to compensate its interface charge in full at every thickness, a thin film is given mobile carriers that it may not have. If instead a thin, carrier-free film is extrapolated to large thickness with its field unchanged, the potential drop across it grows without bound and eventually exceeds any given gap. Both errors come from fixing the transferred charge by hand, when it should follow from a balance between field energy and the cost of moving carriers. In a model with a linear dielectric and a constant gap, this balance can be worked out completely.

## The energy balance and its minimum

Take a film of thickness $d$ and permittivity $\varepsilon$, with an interface charge $s_0$ per area on one face and its opposite on the other. Let a charge $s\ge 0$ per area move across the film and reduce the interface charge to $s_0-s$. Units are Gaussian, with the elementary charge set to one, so potentials and energies per carrier can be compared directly. The gap $D$ is the energy needed to take one carrier from the filled states at one face to the empty states at the other, with the contribution of the field left out.

The claim is that for $d,\varepsilon,s_0>0$ the energy per area

$$U(s)=\frac{2\pi d}{\varepsilon}(s_0-s)^2+Ds$$

has exactly one minimiser over $s\ge 0$, namely

$$s_*=\max\left(0,\;s_0-\frac{\varepsilon D}{4\pi d}\right),$$

and that $s_*>0$ exactly when $d>d_c$, where $d_c=\varepsilon D/(4\pi s_0)$.

**The field term.** Gauss's law gives the field $E$ in the film through $\varepsilon E=4\pi(s_0-s)$. The potential drop is therefore

$$V(s)=dE=\frac{4\pi d\,(s_0-s)}{\varepsilon},$$

and the field energy per area is

$$d\,\frac{\varepsilon E^2}{8\pi}=\frac{d\,\varepsilon}{8\pi}\cdot\frac{16\pi^2(s_0-s)^2}{\varepsilon^2}=\frac{2\pi d}{\varepsilon}(s_0-s)^2 .$$

Adding the cost $Ds$ of the transferred carriers gives $U(s)$.

**The stationary charge.** Differentiation gives

$$U'(s)=-\frac{4\pi d}{\varepsilon}(s_0-s)+D=D-V(s).$$

Moving a little more charge lowers the energy as long as the potential drop exceeds the gap. The two are equal at $s_0-\varepsilon D/(4\pi d)$. This value may be negative, and then the constraint $s\ge 0$ decides.

**Comparing two charges.** For any $s$ and $t$, write $s_0-s=(s_0-t)-(s-t)$ and expand the square:

$$U(s)-U(t)=\frac{2\pi d}{\varepsilon}\left[(s-t)^2-2(s_0-t)(s-t)\right]+D(s-t).$$

Since $\frac{4\pi d}{\varepsilon}(s_0-t)=V(t)$, this is

$$U(s)-U(t)=\frac{2\pi d}{\varepsilon}(s-t)^2+\bigl(D-V(t)\bigr)(s-t).$$

Now set $t=s_*$. There are two cases.

- If the stationary charge is at least zero, then $s_*$ equals it, $V(s_*)=D$, and the linear term vanishes.
- If the stationary charge is at most zero, then $s_*=0$. The drop decreases as charge is transferred, so $V(0)$ is at most the drop at the stationary charge, which is $D$. The linear term $(D-V(0))\,s$ is then non-negative for $s\ge 0$.

In both cases the square term is strictly positive for $s\ne s_*$, so $U(s)>U(s_*)$. The same two cases show that $V(s_*)=\min(V(0),D)$: the drop of the equilibrated film is the uncompensated drop until that reaches the gap, and equals the gap from then on.

**The threshold.** The charge $s_*$ is positive exactly when $\varepsilon D/(4\pi d)<s_0$. Multiplying by $d/s_0>0$ turns this into $d_c<d$. For $d\ge d_c$, the relation $\varepsilon D/(4\pi d)=s_0d_c/d$ gives

$$s_*=s_0\left(1-\frac{d_c}{d}\right).$$

If also $D>0$, then $s_*<s_0$ at every finite thickness, and $s_*\to s_0$ as $d\to\infty$.

For slab calculations of polar surfaces, the result warns, within this continuum model with a fixed gap, that a thin slab without carriers does not show that a thicker one will have none. Above the threshold, the approach to full compensation is only as fast as $1/d$.

## The film as four real functions

The formal development works with real numbers throughout. Units are carried by the definitions and their descriptions, not by the types.

In Lean 4 with Mathlib:

```lean
import Mathlib

open Real Filter Topology

namespace PolarFilm

noncomputable section
```

The energy $U(s)$ becomes `energy d ε s₀ D s`, with the film's parameters first and the transferred charge last.

```lean
/-- Energy per area of a polar film of thickness `d`, permittivity `ε ≠ 0`, interface charge `s₀`
and gap `D`, after a charge `s` per area has been transferred across it (Gaussian units, unit
elementary charge). -/
def energy (d ε s₀ D s : ℝ) : ℝ := 2 * π * d / ε * (s₀ - s) ^ 2 + D * s
```

The potential drop $V(s)$ has its own definition. Its sign is fixed so that an uncompensated film with positive interface charge has a positive drop.

```lean
/-- Electrostatic potential drop across the film when the charge `s` has been transferred,
for `ε ≠ 0`. -/
def potentialDrop (d ε s₀ s : ℝ) : ℝ := 4 * π * d * (s₀ - s) / ε
```

The candidate $s_*$ is written down as an explicit formula. Nothing in the definition says that it minimises anything; that is left to a theorem.

```lean
/-- The candidate equilibrium charge `max(0, s₀ - ε D / (4 π d))`, for `d ≠ 0`. -/
def optimalCharge (d ε s₀ D : ℝ) : ℝ := max 0 (s₀ - ε * D / (4 * π * d))
```

The critical thickness $d_c$ depends on the material parameters alone.

```lean
/-- The critical thickness `ε D / (4 π s₀)`, for `s₀ ≠ 0`. -/
def criticalThickness (ε s₀ D : ℝ) : ℝ := ε * D / (4 * π * s₀)
```

These definitions contain the idealisations of the model. The permittivity is constant, the charge is uniform along the film and sits in sheets at its faces, and $s$ varies continuously. The gap is the same for every carrier, so the kinetic energy of filling a band is absent. Ionic reconstruction and adsorbates, which can also compensate a polar surface, do not appear.

## Gauss's law and the field energy

The next theorem ties the formula for the energy to electrostatics. Gauss's law enters as the hypothesis `hE`, for a field `E` that is otherwise arbitrary. The conclusion has two parts: the drop is $dE$, and the energy is the field energy density times the thickness, plus $Ds$.

```lean
/-- If the field `E` in a film with `ε ≠ 0` obeys Gauss's law for the uncompensated charge, then
the potential drop is `d E`, and the energy is the field energy density `ε E² / (8 π)` times the
thickness plus the gap cost `D s`. -/
theorem energy_of_gauss_law {d ε s₀ D s E : ℝ} (hε : ε ≠ 0)
    (hE : ε * E = 4 * π * (s₀ - s)) :
    potentialDrop d ε s₀ s = d * E ∧
      energy d ε s₀ D s = d * (ε * E ^ 2 / (8 * π)) + D * s := by
  -- Gauss's law fixes the field
  have hE' : E = 4 * π * (s₀ - s) / ε := by
    rw [eq_div_iff hε]
    linear_combination hE
  constructor
  · rw [hE', potentialDrop]
    ring
  · have hπ : π ≠ 0 := Real.pi_ne_zero
    rw [hE', energy]
    field_simp
    ring
```

The proof solves `hE` for the field and substitutes it into both claims. What remains is the cancellation of $\pi$ and $\varepsilon$ shown above.

## Gap minus drop as the driving force

The derivative $U'(s)=D-V(s)$ is stated with `HasDerivAt`, which says that the function is differentiable at `s` and that its derivative there is the given number.

```lean
/-- The energy changes with transferred charge at the rate gap minus potential drop. -/
theorem hasDerivAt_energy (d ε s₀ D s : ℝ) :
    HasDerivAt (fun x => energy d ε s₀ D x) (D - potentialDrop d ε s₀ s) s := by
  have h := ((((hasDerivAt_id' s).const_sub s₀).fun_pow 2).const_mul
    (2 * π * d / ε)).fun_add ((hasDerivAt_id' s).const_mul D)
  refine h.congr_deriv ?_
  unfold potentialDrop
  push_cast
  ring
```

The term `h` assembles the derivative from the rules for a difference, a power, a constant factor and a sum. The last lines show that the assembled expression equals gap minus drop. The minimisation theorem does not use this result, which serves to show where the candidate charge comes from.

The exact comparison of two charges does the work instead. It is a polynomial identity in $s$ and $t$, so once the definitions are unfolded `ring` proves it.

```lean
/-- The energy difference between transferred charges `s` and `t` is a square term plus
gap minus potential drop at `t`, times the charge difference. -/
theorem energy_sub_energy (d ε s₀ D s t : ℝ) :
    energy d ε s₀ D s - energy d ε s₀ D t =
      2 * π * d / ε * (s - t) ^ 2 + (D - potentialDrop d ε s₀ t) * (s - t) := by
  unfold energy potentialDrop
  ring
```

## The drop at equilibrium

For positive $d$ and $\varepsilon$, the drop at `optimalCharge` is the smaller of the uncompensated drop and the gap. No sign is required of `s₀` or `D`.

```lean
/-- For positive thickness and permittivity, the potential drop at the charge `optimalCharge` is
the smaller of the drop without transfer and the gap. -/
theorem potentialDrop_optimalCharge {d ε : ℝ} (s₀ D : ℝ) (hd : 0 < d) (hε : 0 < ε) :
    potentialDrop d ε s₀ (optimalCharge d ε s₀ D) = min (potentialDrop d ε s₀ 0) D := by
  -- at the stationary charge the drop equals the gap
  have hV : potentialDrop d ε s₀ (s₀ - ε * D / (4 * π * d)) = D := by
    unfold potentialDrop
    rw [sub_sub_cancel]
    field_simp
  -- transferring more charge never raises the drop
  have hmono : ∀ s t : ℝ, s ≤ t → potentialDrop d ε s₀ t ≤ potentialDrop d ε s₀ s := by
    intro s t hst
    unfold potentialDrop
    gcongr
  unfold optimalCharge
  rcases le_total (s₀ - ε * D / (4 * π * d)) 0 with h | h
  · have h1 := hmono _ _ h
    rw [hV] at h1
    rw [max_eq_left h, min_eq_left h1]
  · have h1 := hmono _ _ h
    rw [hV] at h1
    rw [max_eq_right h, hV, min_eq_right h1]
```

Here `hV` is the statement that drop and gap agree at the stationary charge, and `hmono` says that transferring more charge never raises the drop. The split by `le_total` gives the two cases of the derivation. In each, monotonicity tells which of the two numbers in the minimum is the smaller.

## Threshold and unique minimum

The threshold is an equivalence, so it also says that no charge is transferred at the critical thickness itself or below it.

```lean
/-- For positive thickness and interface charge, `optimalCharge` is positive exactly when the film
is thicker than the critical thickness. -/
theorem optimalCharge_pos_iff {d s₀ : ℝ} (ε D : ℝ) (hd : 0 < d) (hs₀ : 0 < s₀) :
    0 < optimalCharge d ε s₀ D ↔ criticalThickness ε s₀ D < d := by
  unfold optimalCharge criticalThickness
  simp only [lt_max_iff, lt_self_iff_false, false_or, sub_pos]
  rw [div_lt_iff₀ (by positivity), div_lt_iff₀ (by positivity)]
  have h : s₀ * (4 * π * d) = d * (4 * π * s₀) := by ring
  rw [h]
```

The `simp only` line reduces positivity of the maximum to $\varepsilon D/(4\pi d)<s_0$. Both sides of the equivalence are then cleared of denominators by `div_lt_iff₀`, and the resulting inequalities differ only in the order of their factors.

The main theorem combines the minimum with the threshold. Its first part says that `optimalCharge` is an admissible charge and that every other $s\ge 0$ has strictly higher energy, which gives uniqueness. The hypotheses are $d,\varepsilon,s_0>0$. The gap `D` may be any real number, and the usual insulating film is the case $D>0$. For $D\le 0$ the critical thickness is not positive, so every film transfers charge.

```lean
/-- For positive thickness, permittivity and interface charge, `optimalCharge` is the unique
minimiser of the energy over transferred charges `s ≥ 0`, and it is positive exactly when the film
is thicker than the critical thickness. -/
theorem polar_film_charge_transfer {d ε s₀ : ℝ} (D : ℝ) (hd : 0 < d) (hε : 0 < ε)
    (hs₀ : 0 < s₀) :
    (0 ≤ optimalCharge d ε s₀ D ∧ ∀ s, 0 ≤ s → s ≠ optimalCharge d ε s₀ D →
      energy d ε s₀ D (optimalCharge d ε s₀ D) < energy d ε s₀ D s) ∧
    (0 < optimalCharge d ε s₀ D ↔ criticalThickness ε s₀ D < d) := by
  refine ⟨⟨le_max_left _ _, ?_⟩, optimalCharge_pos_iff ε D hd hs₀⟩
  intro s hs hne
  have hdrop := potentialDrop_optimalCharge s₀ D hd hε
  -- the linear term never lowers the energy
  have hlin : 0 ≤ (D - potentialDrop d ε s₀ (optimalCharge d ε s₀ D)) *
      (s - optimalCharge d ε s₀ D) := by
    rcases le_total (s₀ - ε * D / (4 * π * d)) 0 with h | h
    · have h0 : optimalCharge d ε s₀ D = 0 := max_eq_left h
      have h1 : potentialDrop d ε s₀ (optimalCharge d ε s₀ D) ≤ D := by
        rw [hdrop]
        exact min_le_right _ _
      exact mul_nonneg (sub_nonneg.mpr h1) (by rw [h0, sub_zero]; exact hs)
    · have h0 : optimalCharge d ε s₀ D = s₀ - ε * D / (4 * π * d) := max_eq_right h
      have h1 : potentialDrop d ε s₀ (optimalCharge d ε s₀ D) = D := by
        rw [h0]
        unfold potentialDrop
        rw [sub_sub_cancel]
        field_simp
      rw [h1, sub_self, zero_mul]
  -- the square term raises it strictly
  have hsq : 0 < (s - optimalCharge d ε s₀ D) ^ 2 :=
    (sq_nonneg _).lt_of_ne' (pow_ne_zero 2 (sub_ne_zero.mpr hne))
  have hquad : 0 < 2 * π * d / ε * (s - optimalCharge d ε s₀ D) ^ 2 :=
    mul_pos (by positivity) hsq
  have hdiff := energy_sub_energy d ε s₀ D s (optimalCharge d ε s₀ D)
  linarith
```

The fact `hlin` is the non-negative linear term, proved in the same two cases as by hand. When the stationary charge is at most zero, the bound on the drop comes from the preceding minimum formula; otherwise the drop is computed directly and the term vanishes. Then `hquad` supplies the strictly positive square, `hdiff` is the comparison identity with $t=s_*$, and `linarith` adds them up.

## Growth towards full compensation

At or above the critical thickness, the maximum can be replaced by a simple formula.

```lean
/-- For positive thickness and interface charge, at or above the critical thickness `d_c`,
`optimalCharge` equals `s₀ (1 - d_c / d)`. -/
theorem optimalCharge_above_critical {d ε s₀ D : ℝ} (hd : 0 < d) (hs₀ : 0 < s₀)
    (hc : criticalThickness ε s₀ D ≤ d) :
    optimalCharge d ε s₀ D = s₀ * (1 - criticalThickness ε s₀ D / d) := by
  have h : ε * D / (4 * π * d) = s₀ * (criticalThickness ε s₀ D / d) := by
    unfold criticalThickness
    field_simp
  have e : s₀ - ε * D / (4 * π * d) = s₀ * (1 - criticalThickness ε s₀ D / d) := by
    rw [h]
    ring
  unfold optimalCharge
  rw [e]
  exact max_eq_right (mul_nonneg hs₀.le (sub_nonneg.mpr ((div_le_one hd).mpr hc)))
```

The equation `h` rewrites the subtracted charge as $s_0d_c/d$. The hypothesis `hc` makes $1-d_c/d$ non-negative, so the maximum selects the second entry. At $d=d_c$ the formula gives zero, which means that the charge sets in continuously.

The last theorem requires a positive gap. It states that the transferred charge is below `s₀` at every positive thickness, and that it tends to `s₀` as the thickness grows with the other parameters held fixed.

```lean
/-- For positive permittivity, interface charge and gap, `optimalCharge` is below the interface
charge at every positive thickness and tends to it as the thickness grows without bound. -/
theorem compensation_only_in_limit {ε s₀ D : ℝ} (hε : 0 < ε) (hs₀ : 0 < s₀) (hD : 0 < D) :
    (∀ d, 0 < d → optimalCharge d ε s₀ D < s₀) ∧
      Tendsto (fun d => optimalCharge d ε s₀ D) atTop (𝓝 s₀) := by
  constructor
  · intro d hd
    exact max_lt hs₀ (sub_lt_self _ (by positivity))
  · have hden : Tendsto (fun d : ℝ => 4 * π * d) atTop atTop :=
      tendsto_id.const_mul_atTop (by positivity)
    have h : Tendsto (fun d : ℝ => ε * D / (4 * π * d)) atTop (𝓝 0) :=
      hden.const_div_atTop _
    have h2 : Tendsto (fun d => optimalCharge d ε s₀ D) atTop (𝓝 (max 0 (s₀ - 0))) :=
      tendsto_const_nhds.max (tendsto_const_nhds.sub h)
    rwa [sub_zero, max_eq_right hs₀.le] at h2

end

end PolarFilm
```

For the strict bound, both entries of the maximum are below $s_0$: zero because $s_0>0$, and the other because a positive number is subtracted from $s_0$. For the limit, the denominator $4\pi d$ grows without bound, the subtracted term tends to zero, and the maximum of the two limits is $s_0$. The charge left uncompensated above the threshold is $\varepsilon D/(4\pi d)$. It vanishes as the film thickens, but multiplied by the thickness it still sustains a potential drop equal to the gap.

```lean
#print axioms PolarFilm.hasDerivAt_energy
#print axioms PolarFilm.polar_film_charge_transfer
#print axioms PolarFilm.optimalCharge_above_critical
#print axioms PolarFilm.compensation_only_in_limit
```

```
'PolarFilm.hasDerivAt_energy' depends on axioms: [propext, Classical.choice, Quot.sound]
'PolarFilm.polar_film_charge_transfer' depends on axioms: [propext, Classical.choice, Quot.sound]
'PolarFilm.optimalCharge_above_critical' depends on axioms: [propext, Classical.choice, Quot.sound]
'PolarFilm.compensation_only_in_limit' depends on axioms: [propext, Classical.choice, Quot.sound]
```
